# Broyden's first method reaches zero residual within 2n full steps on a linear problem, if its matrices stay invertible

A self-consistent-field calculation seeks an input density that reproduces itself as output. The difference between output and input is a residual \(f(x)\), where \(x\) holds the \(n\) parameters of the input. Near self-consistency \(f\) is almost linear, but its Jacobian \(A\) is often too costly to form. Broyden's first method works with a substitute matrix \(B\), corrected after every step. How many steps does it need when \(f\) is exactly linear?

Let \(f(x)=Ax-b\) with real entries, and write \(f_k=f(x_k)\). From any \(x_0\) and \(B_0\), iterate

\[
s_k=-B_k^{-1}f_k,\qquad x_{k+1}=x_k+s_k,\qquad
B_{k+1}=B_k+\frac{(y_k-B_ks_k)s_k^T}{s_k^Ts_k},
\]

with \(y_k=f_{k+1}-f_k\). If every \(B_k\) with \(k<2n\) met before termination is invertible, then \(f_k=0\) for some \(k\le 2n\). This is Gay's theorem for the first method on linear problems. A singular \(B_k\) would predict no response of the residual along some direction, and the step would be undefined.

## Two iterations cost the residual one dimension

Suppose that \(f_0,\dots,f_{2n-1}\) are nonzero; otherwise the claim already holds. Put \(F_k=1-AB_k^{-1}\). Since \(y_k=As_k\),

\[
f_{k+1}=f_k+As_k=F_kf_k .
\]

The update gives \(B_{k+1}s_k=y_k\), the secant condition. Hence \(y_k\ne0\) when \(B_{k+1}\) is invertible, and

\[
F_{k+1}y_k=y_k-As_k=0 .
\]

Because \(B_ks_k=-f_k\), the update is also \(B_{k+1}=B_k+f_{k+1}s_k^T/(s_k^Ts_k)\). Write any vector as \(v=B_{k+1}w\), and set \(c=s_k^Tw/(s_k^Ts_k)\). Then \(v=B_kw+cf_{k+1}\), and

\[
F_{k+1}v=v-Aw=F_kB_kw+cF_kf_k=F_k\bigl(v+c(f_k-f_{k+1})\bigr).
\]

Now let a subspace \(V\) contain \(f_k\) and satisfy \(F_kV\subseteq V\). Then \(f_{k+1}\in V\), and the last formula gives \(F_{k+1}V\subseteq F_kV\subseteq V\). Set \(W=F_{k+1}V\).

- Its dimension is smaller than that of \(V\), since \(F_{k+1}\) annihilates the nonzero vector \(y_k\in V\).
- It contains \(f_{k+2}=F_{k+1}f_{k+1}\).
- If \(B_{k+2}\) is invertible, the same formula one step later gives \(F_{k+2}W\subseteq F_{k+2}V\subseteq F_{k+1}V=W\).

Start with \(V=\mathbb R^n\). After \(n\) double steps only the zero space is left, so \(f_{2n}=0\). The last double step needs no invariance, hence no condition on \(B_{2n}\).

## The iteration as a map on pairs

The finite type `ι` labels the parameters, so \(n\) is `Fintype.card ι`.

In Lean 4 with Mathlib:

```lean
import Mathlib

open Matrix

namespace BroydenTermination

noncomputable section

variable {ι : Type*} [Fintype ι] [DecidableEq ι]
```

The residual, the step and the update follow the formulas above.

```lean
/-- The residual `f(x) = A x - b` of the linear problem. -/
def residual (A : Matrix ι ι ℝ) (b x : ι → ℝ) : ι → ℝ := A *ᵥ x - b

/-- The full quasi-Newton step `s = -B⁻¹ f(x)`, for invertible `B`. -/
def fullStep (A : Matrix ι ι ℝ) (b x : ι → ℝ) (B : Matrix ι ι ℝ) : ι → ℝ :=
  -(B⁻¹ *ᵥ residual A b x)

/-- Broyden's first update `B + (y - B s) sᵀ / (sᵀ s)`, for a nonzero step `s`. -/
def secantUpdate (B : Matrix ι ι ℝ) (s y : ι → ℝ) : Matrix ι ι ℝ :=
  B + (s ⬝ᵥ s)⁻¹ • vecMulVec (y - B *ᵥ s) s
```

A state `p` is the pair \((x,B)\), with `p.1` for \(x\) and `p.2` for \(B\).

```lean
/-- One iteration of Broyden's first method on the pair `(x, B)`, for invertible `B` and
nonzero residual at `x`. -/
def broydenMap (A : Matrix ι ι ℝ) (b : ι → ℝ) (p : (ι → ℝ) × Matrix ι ι ℝ) :
    (ι → ℝ) × Matrix ι ι ℝ :=
  (p.1 + fullStep A b p.1 p.2,
    secantUpdate p.2 (fullStep A b p.1 p.2)
      (residual A b (p.1 + fullStep A b p.1 p.2) - residual A b p.1))

/-- The pair `(x_k, B_k)` after `k` iterations from `(x₀, B₀)`. -/
def broyden (A : Matrix ι ι ℝ) (b x₀ : ι → ℝ) (B₀ : Matrix ι ι ℝ) (k : ℕ) :
    (ι → ℝ) × Matrix ι ι ℝ :=
  (broydenMap A b)^[k] (x₀, B₀)
```

The name `propagator` means the matrix \(F\) that carries one residual to the next, not a Green's function.

```lean
/-- The residual propagator `F = 1 - A B⁻¹`, for invertible `B`. -/
def propagator (A B : Matrix ι ι ℝ) : Matrix ι ι ℝ := 1 - A * B⁻¹
```

## Residuals and propagators

The first four lemmas give \(f(x+s)=f(x)+As\), the action of the updated matrix on a vector, \(FBw=Bw-Aw\), and \(Bs=-f\). Invertibility is expressed as `IsUnit B.det`.

```lean
omit [DecidableEq ι] in
lemma residual_add (A : Matrix ι ι ℝ) (b x s : ι → ℝ) :
    residual A b (x + s) = residual A b x + A *ᵥ s := by
  simp only [residual, mulVec_add]
  abel

omit [DecidableEq ι] in
lemma secantUpdate_mulVec (B : Matrix ι ι ℝ) (s y w : ι → ℝ) :
    secantUpdate B s y *ᵥ w
      = B *ᵥ w + ((s ⬝ᵥ s)⁻¹ * (s ⬝ᵥ w)) • (y - B *ᵥ s) := by
  ext i
  simp only [secantUpdate, mulVec, dotProduct, Matrix.add_apply, Matrix.smul_apply,
    vecMulVec_apply, Pi.add_apply, Pi.smul_apply, Pi.sub_apply, smul_eq_mul, add_mul,
    Finset.sum_add_distrib]
  congr 1
  rw [Finset.mul_sum, Finset.sum_mul]
  refine Finset.sum_congr rfl fun j _ => ?_
  ring

lemma propagator_mulVec (A : Matrix ι ι ℝ) {B : Matrix ι ι ℝ} (hB : IsUnit B.det)
    (w : ι → ℝ) : propagator A B *ᵥ (B *ᵥ w) = B *ᵥ w - A *ᵥ w := by
  rw [propagator, sub_mulVec, one_mulVec, mulVec_mulVec, Matrix.mul_assoc,
    nonsing_inv_mul _ hB, Matrix.mul_one]

lemma mulVec_fullStep (A : Matrix ι ι ℝ) (b x : ι → ℝ) {B : Matrix ι ι ℝ}
    (hB : IsUnit B.det) : B *ᵥ fullStep A b x B = -residual A b x := by
  rw [fullStep, mulVec_neg, mulVec_mulVec, mul_nonsing_inv _ hB, one_mulVec]
```

Next come \(f_{k+1}=F_kf_k\) and the annihilated change \(y_k\), where `hsec` is the secant condition.

```lean
variable {A : Matrix ι ι ℝ} {b : ι → ℝ} {p : (ι → ℝ) × Matrix ι ι ℝ}

/-- One Broyden iteration multiplies the residual by the propagator `1 - A B⁻¹`. -/
theorem residual_next : residual A b (broydenMap A b p).1
    = propagator A p.2 *ᵥ residual A b p.1 := by
  change residual A b (p.1 + fullStep A b p.1 p.2) = _
  rw [residual_add, fullStep, propagator, sub_mulVec, one_mulVec, mulVec_neg,
    mulVec_mulVec, sub_eq_add_neg]

/-- If the old and new matrices are invertible and the old residual is nonzero, the change of
the residual is nonzero and is annihilated by the new propagator. -/
theorem propagator_kills_change (h0 : IsUnit p.2.det)
    (h1 : IsUnit (broydenMap A b p).2.det) (hr : residual A b p.1 ≠ 0) :
    residual A b (broydenMap A b p).1 - residual A b p.1 ≠ 0 ∧
    propagator A (broydenMap A b p).2 *ᵥ
      (residual A b (broydenMap A b p).1 - residual A b p.1) = 0 := by
  have hBs := mulVec_fullStep A b p.1 h0
  have hs : fullStep A b p.1 p.2 ≠ 0 := by
    intro h
    rw [h, mulVec_zero] at hBs
    exact hr (neg_eq_zero.mp hBs.symm)
  -- the secant condition `B' s = y`
  have hsec : (broydenMap A b p).2 *ᵥ fullStep A b p.1 p.2
      = residual A b (broydenMap A b p).1 - residual A b p.1 := by
    change secantUpdate _ _ _ *ᵥ _ = _
    rw [secantUpdate_mulVec, inv_mul_cancel₀ (mt dotProduct_self_eq_zero.mp hs), one_smul,
      add_sub_cancel]
    rfl
  have hA : residual A b (broydenMap A b p).1 - residual A b p.1
      = A *ᵥ fullStep A b p.1 p.2 := by
    change residual A b (p.1 + fullStep A b p.1 p.2) - _ = _
    rw [residual_add, add_sub_cancel_left]
  constructor
  · intro h
    apply hs
    have h2 := congrArg (fun v => (broydenMap A b p).2⁻¹ *ᵥ v) (hsec.trans h)
    simpa only [mulVec_mulVec, nonsing_inv_mul _ h1, one_mulVec, mulVec_zero] using h2
  · have h2 := propagator_mulVec A h1 (fullStep A b p.1 p.2)
    rw [hsec] at h2
    rw [h2, hA, sub_self]
```

The nesting formula is proved as above, with \(w=B_{k+1}^{-1}v\).

```lean
/-- If both matrices are invertible, the new propagator acts on `v` as the old one acts on `v`
shifted by a multiple of the difference of the two residuals. -/
theorem propagator_nested (h0 : IsUnit p.2.det) (h1 : IsUnit (broydenMap A b p).2.det)
    (v : ι → ℝ) : ∃ c : ℝ, propagator A (broydenMap A b p).2 *ᵥ v = propagator A p.2 *ᵥ
      (v + c • (residual A b p.1 - residual A b (broydenMap A b p).1)) := by
  obtain ⟨w, hw⟩ : ∃ w, (broydenMap A b p).2 *ᵥ w = v :=
    ⟨(broydenMap A b p).2⁻¹ *ᵥ v, by rw [mulVec_mulVec, mul_nonsing_inv _ h1, one_mulVec]⟩
  -- the update differs from the old matrix only along the new residual
  obtain ⟨c, hc⟩ : ∃ c : ℝ, v = p.2 *ᵥ w + c • residual A b (broydenMap A b p).1 := by
    have h := secantUpdate_mulVec p.2 (fullStep A b p.1 p.2)
      (residual A b (broydenMap A b p).1 - residual A b p.1) w
    rw [mulVec_fullStep A b p.1 h0, sub_neg_eq_add, sub_add_cancel] at h
    exact ⟨_, hw.symm.trans h⟩
  refine ⟨c, ?_⟩
  have hl := propagator_mulVec A h1 w
  rw [hw] at hl
  have harg : v + c • (residual A b p.1 - residual A b (broydenMap A b p).1)
      = p.2 *ᵥ w + c • residual A b p.1 := by
    rw [hc]
    module
  rw [hl, harg, mulVec_add, mulVec_smul, propagator_mulVec A h0, ← residual_next, hc]
  module
```

Rank–nullity supplies the loss of dimension, and `two_steps` assembles the double step with \(W\) as the image `V.map`.

```lean
omit [DecidableEq ι] in
lemma finrank_map_lt (V : Submodule ℝ (ι → ℝ)) (f : (ι → ℝ) →ₗ[ℝ] (ι → ℝ)) {d : ι → ℝ}
    (hd : d ∈ V) (h0 : d ≠ 0) (hf : f d = 0) :
    Module.finrank ℝ (V.map f) < Module.finrank ℝ V := by
  have hk : 0 < Module.finrank ℝ (LinearMap.ker (f.domRestrict V)) :=
    Module.finrank_pos_iff_exists_ne_zero.mpr
      ⟨⟨⟨d, hd⟩, LinearMap.mem_ker.mpr hf⟩, fun h => h0
        (congrArg (fun z : LinearMap.ker (f.domRestrict V) => (z.1.1 : ι → ℝ)) h)⟩
  have hrn := LinearMap.finrank_range_add_finrank_ker (f.domRestrict V)
  rw [LinearMap.range_domRestrict] at hrn
  omega

/-- Let `V` contain a nonzero residual and be invariant under its propagator. If the first two
matrices are invertible, the residual two iterations later lies in a space `W` of smaller
dimension, invariant under the propagator of that iteration if its matrix is invertible. -/
theorem two_steps (V : Submodule ℝ (ι → ℝ)) (h0 : IsUnit p.2.det)
    (h1 : IsUnit (broydenMap A b p).2.det) (hr : residual A b p.1 ≠ 0)
    (hV : residual A b p.1 ∈ V) (hF : ∀ v ∈ V, propagator A p.2 *ᵥ v ∈ V) :
    ∃ W : Submodule ℝ (ι → ℝ), Module.finrank ℝ W < Module.finrank ℝ V ∧
      residual A b (broydenMap A b (broydenMap A b p)).1 ∈ W ∧
      (IsUnit (broydenMap A b (broydenMap A b p)).2.det →
        ∀ v ∈ W, propagator A (broydenMap A b (broydenMap A b p)).2 *ᵥ v ∈ W) := by
  have hr1 : residual A b (broydenMap A b p).1 ∈ V := by
    rw [residual_next]
    exact hF _ hV
  have hF1 : ∀ v ∈ V, propagator A (broydenMap A b p).2 *ᵥ v ∈ V := by
    intro v hv
    obtain ⟨c, hc⟩ := propagator_nested h0 h1 v
    rw [hc]
    exact hF _ (V.add_mem hv (V.smul_mem c (V.sub_mem hV hr1)))
  have hr2 : residual A b (broydenMap A b (broydenMap A b p)).1 ∈ V := by
    rw [residual_next]
    exact hF1 _ hr1
  obtain ⟨hd, hd0⟩ := propagator_kills_change h0 h1 hr
  refine ⟨V.map (propagator A (broydenMap A b p).2).mulVecLin,
    finrank_map_lt V _ (V.sub_mem hr1 hV) hd hd0, ?_, ?_⟩
  · rw [residual_next]
    exact ⟨_, hr1, rfl⟩
  · intro h2 v hv
    obtain ⟨u, hu, huv⟩ := hv
    have hvV : v ∈ V := by
      rw [← huv]
      exact hF1 u hu
    obtain ⟨c, hc⟩ := propagator_nested h1 h2 v
    rw [hc]
    exact ⟨_, V.add_mem hvV (V.smul_mem c (V.sub_mem hr1 hr2)), rfl⟩
```

## Termination in n dimensions and in the plane

The hypothesis `hB` asks for an invertible \(B_k\) only while all residuals up to \(k\) are nonzero. It is assumed, not derived from \(A\) and \(B_0\). The proof supposes that no residual up to \(2n\) vanishes; the induction `key` then bounds the dimension by \(n-j\) after \(j\) double steps.

```lean
/-- Gay's theorem: for a linear problem in `n` dimensions, Broyden's first method with full
steps reaches a zero residual within `2n` iterations, if every matrix `B_k` with `k < 2n` met
before termination is invertible. -/
theorem gay_termination (A : Matrix ι ι ℝ) (b x₀ : ι → ℝ) (B₀ : Matrix ι ι ℝ)
    (hB : ∀ k < 2 * Fintype.card ι,
      (∀ j ≤ k, residual A b (broyden A b x₀ B₀ j).1 ≠ 0) →
        IsUnit (broyden A b x₀ B₀ k).2.det) :
    ∃ k ≤ 2 * Fintype.card ι, residual A b (broyden A b x₀ B₀ k).1 = 0 := by
  by_contra hcon
  have hne : ∀ k ≤ 2 * Fintype.card ι, residual A b (broyden A b x₀ B₀ k).1 ≠ 0 :=
    fun k hk h => hcon ⟨k, hk, h⟩
  have hU : ∀ k < 2 * Fintype.card ι, IsUnit (broyden A b x₀ B₀ k).2.det :=
    fun k hk => hB k hk fun j hj => hne j (by omega)
  have hsucc : ∀ k, broyden A b x₀ B₀ (k + 1) = broydenMap A b (broyden A b x₀ B₀ k) :=
    fun k => Function.iterate_succ_apply' _ _ _
  -- every double step costs the residual one dimension
  have key : ∀ j ≤ Fintype.card ι, ∃ V : Submodule ℝ (ι → ℝ),
      Module.finrank ℝ V + j ≤ Fintype.card ι ∧
      residual A b (broyden A b x₀ B₀ (2 * j)).1 ∈ V ∧
      (j < Fintype.card ι →
        ∀ v ∈ V, propagator A (broyden A b x₀ B₀ (2 * j)).2 *ᵥ v ∈ V) := by
    intro j
    induction j with
    | zero =>
      intro _
      exact ⟨⊤, by simp, Submodule.mem_top, fun _ _ _ => Submodule.mem_top⟩
    | succ j ih =>
      intro hj
      obtain ⟨V, hd, hm, hi⟩ := ih (by omega)
      have e2 : broyden A b x₀ B₀ (2 * (j + 1))
          = broydenMap A b (broydenMap A b (broyden A b x₀ B₀ (2 * j))) := by
        rw [show 2 * (j + 1) = 2 * j + 1 + 1 by ring, hsucc, hsucc]
      have u1 := hU (2 * j + 1) (by omega)
      rw [hsucc] at u1
      obtain ⟨W, hd', hm', hi'⟩ := two_steps V (hU (2 * j) (by omega)) u1
        (hne (2 * j) (by omega)) hm (hi (by omega))
      refine ⟨W, by omega, by rw [e2]; exact hm', fun hj' => ?_⟩
      have u2 := hU (2 * (j + 1)) (by omega)
      rw [e2] at u2 ⊢
      exact hi' u2
  obtain ⟨V, hd, hm, -⟩ := key _ le_rfl
  have hV : V = ⊥ := Submodule.finrank_eq_zero.mp (by omega)
  rw [hV] at hm
  exact hne _ le_rfl ((Submodule.mem_bot ℝ).mp hm)
```

\(A\) may be singular here. In the plane, an invertible \(A\) identifies the iterate as the solution \(A^{-1}b\).

```lean
/-- In the plane with `A` invertible, some iterate `x_k` with `k ≤ 4` is the exact solution
`A⁻¹ b`, if every matrix `B_k` with `k < 4` met before termination is invertible. -/
theorem plane_termination (A : Matrix (Fin 2) (Fin 2) ℝ) (hA : IsUnit A.det)
    (b x₀ : Fin 2 → ℝ) (B₀ : Matrix (Fin 2) (Fin 2) ℝ)
    (hB : ∀ k < 4, (∀ j ≤ k, residual A b (broyden A b x₀ B₀ j).1 ≠ 0) →
      IsUnit (broyden A b x₀ B₀ k).2.det) :
    ∃ k ≤ 4, (broyden A b x₀ B₀ k).1 = A⁻¹ *ᵥ b := by
  have hc : 2 * Fintype.card (Fin 2) = 4 := by simp
  obtain ⟨k, hk, h⟩ := gay_termination A b x₀ B₀ (by rw [hc]; exact hB)
  have hx : A *ᵥ (broyden A b x₀ B₀ k).1 = b := sub_eq_zero.mp h
  refine ⟨k, by omega, ?_⟩
  have h2 := congrArg (fun v => A⁻¹ *ᵥ v) hx
  simpa only [mulVec_mulVec, nonsing_inv_mul _ hA, one_mulVec] using h2
```

For density mixing, the theorem describes the linear model of the residual in finitely many parameters and without rounding. The passage to a real calculation, where \(f\) is nonlinear, needs a separate estimate.

## A planar run that needs four steps

The next lemma evaluates an iteration from a proposed step \(s\) with \(Bs=-f\), which avoids computing inverses.

```lean
lemma broydenMap_eq {x s : ι → ℝ} {B : Matrix ι ι ℝ} (hB : IsUnit B.det)
    (hs : B *ᵥ s = -residual A b x) :
    broydenMap A b (x, B) = (x + s, secantUpdate B s (A *ᵥ s)) := by
  have h : fullStep A b x B = s := by
    rw [fullStep, ← mulVec_neg, ← hs, mulVec_mulVec, nonsing_inv_mul _ hB, one_mulVec]
  simp only [broydenMap, h, residual_add, add_sub_cancel_left]

/-- The matrix of a planar test problem. -/
def exA : Matrix (Fin 2) (Fin 2) ℝ := !![-1, 0; -1, 6]

/-- The right-hand side of the planar test problem. -/
def exb : Fin 2 → ℝ := ![-1, 0]
```

From the origin with \(B_0=1\), the residuals are \((1,0)\), \((2,1)\), \((0,5)\) and \((0,-10)\). The equations `h1`, `h2` and `h3` compute the successive states, and each \(k<4\) is then checked separately. By `plane_termination`, \(x_4\) is the solution, so the bound four is attained.

```lean
/-- For the test problem, started from the origin with the unit matrix, `B_0` to `B_3` are
invertible and the residuals at `x_0` to `x_3` are nonzero. -/
theorem four_steps_needed (k : ℕ) (hk : k < 4) :
    IsUnit (broyden exA exb ![0, 0] !![1, 0; 0, 1] k).2.det ∧
      residual exA exb (broyden exA exb ![0, 0] !![1, 0; 0, 1] k).1 ≠ 0 := by
  have h1 : broydenMap exA exb (![0, 0], !![1, 0; 0, 1]) = (![-1, 0], !![-1, 0; -1, 1]) := by
    rw [broydenMap_eq (s := ![-1, 0]) (by norm_num [det_fin_two_of])
      (by ext i; fin_cases i <;>
            norm_num [residual, exA, exb, mulVec, dotProduct, Fin.sum_univ_two])]
    refine Prod.ext ?_ ?_
    · ext i; fin_cases i <;> norm_num
    · ext i j; fin_cases i <;> fin_cases j <;>
        norm_num [secantUpdate, exA, vecMulVec_apply, mulVec, dotProduct, Fin.sum_univ_two]
  have h2 : broydenMap exA exb (![-1, 0], !![-1, 0; -1, 1]) = (![1, 1], !![-1, 0; 1, 2]) := by
    rw [broydenMap_eq (s := ![2, 1]) (by norm_num [det_fin_two_of])
      (by ext i
          simp only [residual, Pi.neg_apply, Pi.sub_apply, mulVec, dotProduct, Fin.sum_univ_two]
          fin_cases i <;> norm_num [exA, exb])]
    refine Prod.ext ?_ ?_
    · ext i; fin_cases i <;> norm_num
    · ext i j; fin_cases i <;> fin_cases j <;>
        norm_num [secantUpdate, exA, vecMulVec_apply, mulVec, dotProduct, Fin.sum_univ_two]
  have h3 : broydenMap exA exb (![1, 1], !![-1, 0; 1, 2]) = (![1, -3/2], !![-1, 0; 1, 6]) := by
    rw [broydenMap_eq (s := ![0, -5/2]) (by norm_num [det_fin_two_of])
      (by ext i
          simp only [residual, Pi.neg_apply, Pi.sub_apply, mulVec, dotProduct, Fin.sum_univ_two]
          fin_cases i <;> norm_num [exA, exb])]
    refine Prod.ext ?_ ?_
    · ext i; fin_cases i <;> norm_num
    · ext i j; fin_cases i <;> fin_cases j <;>
        norm_num [secantUpdate, exA, vecMulVec_apply, mulVec, dotProduct, Fin.sum_univ_two]
  interval_cases k
  · simp only [broyden, Function.iterate_zero, id_eq]
    refine ⟨by norm_num [det_fin_two_of], fun h => ?_⟩
    have h := congrFun h 0
    norm_num [residual, exA, exb, mulVec, dotProduct, Fin.sum_univ_two] at h
  · simp only [broyden, Function.iterate_succ_apply, Function.iterate_zero, id_eq, h1]
    refine ⟨by norm_num [det_fin_two_of], fun h => ?_⟩
    have h := congrFun h 0
    norm_num [residual, exA, exb, mulVec, dotProduct, Fin.sum_univ_two] at h
  · simp only [broyden, Function.iterate_succ_apply, Function.iterate_zero, id_eq, h1, h2]
    refine ⟨by norm_num [det_fin_two_of], fun h => ?_⟩
    have h := congrFun h 1
    norm_num [residual, exA, exb, mulVec, dotProduct, Fin.sum_univ_two] at h
  · simp only [broyden, Function.iterate_succ_apply, Function.iterate_zero, id_eq, h1, h2, h3]
    refine ⟨by norm_num [det_fin_two_of], fun h => ?_⟩
    have h := congrFun h 1
    norm_num [residual, exA, exb, mulVec, dotProduct, Fin.sum_univ_two] at h

end

end BroydenTermination
```

```lean
#print axioms BroydenTermination.gay_termination
-- 'BroydenTermination.gay_termination' depends on axioms: [propext, Classical.choice, Quot.sound]
#print axioms BroydenTermination.plane_termination
-- 'BroydenTermination.plane_termination' depends on axioms: [propext, Classical.choice, Quot.sound]
#print axioms BroydenTermination.four_steps_needed
-- 'BroydenTermination.four_steps_needed' depends on axioms: [propext, Classical.choice, Quot.sound]
```
